# Relative errors of at most ε in the quadratic forms of both positive definite Casida Hessians change the lowest excitation energy by at most a relative ε

## Definitions and conventions

Let n be a finite set of occupied–virtual orbital pairs. With real orbitals and a frequency-independent kernel, A and B are real n × n matrices, and the Casida equations for an excitation energy ω > 0 read

A X + B Y = ω X,  B X + A Y = −ω Y.

Put M = A + B and K = A − B. Both are taken to be symmetric positive definite, which physically means that the ground state is stable against small real and imaginary orbital rotations. Primes mark the approximate matrices M′, K′ and their lowest energy ω′. A dot is the real dot product, and M′ ≤ aM means x·M′x ≤ a x·Mx for every real vector x.

## From the Casida equations to MK

Adding and subtracting the two equations gives

M(X + Y) = ω(X − Y),  K(X − Y) = ω(X + Y).

Hence v = X − Y satisfies MKv = ω²v. It is nonzero, since v = 0 would force X + Y = 0 and so X = Y = 0. Conversely, given such a v, set u = Kv/ω, X = (u + v)/2 and Y = (u − v)/2; these solve the original equations.

## The statement

From here on, ω is the lowest excitation energy of the pair M, K. Let M′ and K′ also be symmetric positive definite, and suppose that ε ≥ 0 and

(1 − ε)M ≤ M′ ≤ (1 + ε)M,  (1 − ε)K ≤ K′ ≤ (1 + ε)K.

Then

(1 − ε)ω ≤ ω′ ≤ (1 + ε)ω.

In Lean this is `lowest_relative_error`. `IsExcitation M K ω` says that ω is positive and ω² is an eigenvalue of MK with a real eigenvector. `IsLowest` says that ω is the least such number, and `RelClose` is the two-sided inequality between quadratic forms. `PosDef` includes symmetry and is assumed for all four matrices. `casida_iff` supplies the link to X and Y.

For linear-response calculations in a finite orbital-pair space with a frequency-independent kernel, the theorem turns a form-relative error in both Hessians into an error bar on the lowest excitation. Small relative errors in the matrix entries are not enough: along a soft direction, where x·Mx is small through cancellation, they can be a large relative error in the form. The theorem concerns only the lowest energy, and both pairs of matrices must act on the same space.

## A variational bound

Assume n is nonempty and minimise

R(x) = (Kx·MKx)/(x·Kx)

over the unit sphere. R is continuous and the sphere is compact, so a minimum c > 0 is attained at some v. Since R does not depend on the length of x,

c x·Kx ≤ Kx·MKx for all x.

Let r = MKv − cv, and insert x = v + sr. The terms without s cancel, leaving

0 ≤ 2s r·Kr + s²g,  g = Kr·MKr − c r·Kr.

If r were nonzero, r·Kr would be positive and a small negative s would violate this. So r = 0 and MKv = cv. If MKx = η²x with x ≠ 0, the inequality gives c ≤ η². The lowest energy therefore exists and is ω = √c.

Now take any p and q, and write p = Kx with x = K⁻¹p. Then p·Mp ≥ ω² x·Kx, while positivity of K gives

0 ≤ (ωx − q)·K(ωx − q) = ω² x·Kx − 2ω p·q + q·Kq.

Together these yield the Thouless bound

2ω p·q ≤ p·Mp + q·Kq.

## Comparing two pairs of Hessians

Suppose M′ ≤ aM and K′ ≤ bK with a > 0. Take MKv = ω²v, set S = v·Kv > 0, and put p = tKv, q = v into the Thouless bound of the primed pair:

2ω′tS ≤ p·M′p + v·K′v ≤ at²ω²S + bS.

Divide by S and choose t = ω′/(aω²). The result is

ω′² ≤ ab ω².

With a = b = 1 + ε this is the upper bound. For ε < 1, the lower form inequalities say M ≤ M′/(1 − ε) and K ≤ K′/(1 − ε). Exchanging the two pairs gives ω² ≤ ω′²/(1 − ε)², which is the lower bound. For ε ≥ 1 the lower bound holds because (1 − ε)ω ≤ 0 < ω′.

The constants are sharp: multiplying both Hessians by a > 0 multiplies MK by a² and the lowest energy by a. Taking a = 1 + ε, or a = 1 − ε when ε < 1, attains the corresponding bound.

## Two orbital pairs with a ten per cent error

Let M = M′ have rows (2, 1) and (1, 2), let K be the identity, and let K′ = diag(0.9, 1.1). The hypotheses hold with ε = 0.1. The eigenvalues of MK are 1 and 3, so ω = 1. The matrix M′K′ has rows (1.8, 1.1) and (0.9, 2.2), trace 4 and determinant 2.97. Its smaller eigenvalue is

2 − √1.03 ≈ 0.9851,

so ω′ ≈ 0.9925, inside the guaranteed interval from 0.9 to 1.1.

## The Lean file

```lean
import Mathlib

open Matrix

namespace CasidaHessianError

variable {n : Type*} [Fintype n] {M K M' K' : Matrix n n ℝ}

/-- `ω` is an excitation energy of the pair of Hessians `M`, `K`: it is positive and `ω²` is an
eigenvalue of `M K`. -/
def IsExcitation (M K : Matrix n n ℝ) (ω : ℝ) : Prop :=
  0 < ω ∧ ∃ v : n → ℝ, v ≠ 0 ∧ (M * K) *ᵥ v = ω ^ 2 • v

/-- `ω` is the lowest excitation energy of the pair `M`, `K`. -/
def IsLowest (M K : Matrix n n ℝ) (ω : ℝ) : Prop :=
  IsLeast {η | IsExcitation M K η} ω

/-- The quadratic form of `M'` lies between `1 - ε` and `1 + ε` times that of `M`. -/
def RelClose (ε : ℝ) (M M' : Matrix n n ℝ) : Prop :=
  ∀ x : n → ℝ, (1 - ε) * (x ⬝ᵥ M *ᵥ x) ≤ x ⬝ᵥ M' *ᵥ x ∧
    x ⬝ᵥ M' *ᵥ x ≤ (1 + ε) * (x ⬝ᵥ M *ᵥ x)

/-- For `ω > 0`, the Casida equations `A X + B Y = ω X`, `B X + A Y = -ω Y` have a nonzero
solution exactly when `ω` is an excitation energy of the pair `A + B`, `A - B`. -/
theorem casida_iff (A B : Matrix n n ℝ) {ω : ℝ} (hω : 0 < ω) :
    (∃ X Y : n → ℝ, (X ≠ 0 ∨ Y ≠ 0) ∧ A *ᵥ X + B *ᵥ Y = ω • X ∧
      B *ᵥ X + A *ᵥ Y = -(ω • Y)) ↔ IsExcitation (A + B) (A - B) ω := by
  constructor
  · rintro ⟨X, Y, hXY, e1, e2⟩
    have h1 : (A - B) *ᵥ (X - Y) = ω • (X + Y) := by
      simp only [Matrix.sub_mulVec, Matrix.mulVec_sub]
      linear_combination (norm := module) e1 - e2
    have h2 : (A + B) *ᵥ (X + Y) = ω • (X - Y) := by
      simp only [Matrix.add_mulVec, Matrix.mulVec_add]
      linear_combination (norm := module) e1 + e2
    refine ⟨hω, X - Y, fun h => ?_, ?_⟩
    · rw [h, Matrix.mulVec_zero] at h1
      have h3 : X + Y = 0 := (smul_eq_zero.1 h1.symm).resolve_left hω.ne'
      have hX : X = 0 := by
        linear_combination (norm := module) (1 / 2 : ℝ) • h3 + (1 / 2 : ℝ) • h
      have hY : Y = 0 := by
        linear_combination (norm := module) (1 / 2 : ℝ) • h3 - (1 / 2 : ℝ) • h
      exact hXY.elim (fun k => k hX) (fun k => k hY)
    · rw [← Matrix.mulVec_mulVec, h1, Matrix.mulVec_smul, h2, smul_smul, sq]
  · rintro ⟨-, v, hv, he⟩
    -- the sum X + Y is recovered from the difference v = X - Y
    obtain ⟨u, hu⟩ : ∃ u, u = ω⁻¹ • ((A - B) *ᵥ v) := ⟨_, rfl⟩
    have h1 : (A - B) *ᵥ v = ω • u := by rw [hu, smul_inv_smul₀ hω.ne']
    have h2 : (A + B) *ᵥ u = ω • v := by
      rw [hu, Matrix.mulVec_smul, Matrix.mulVec_mulVec, he, sq, mul_smul,
        inv_smul_smul₀ hω.ne']
    rw [Matrix.sub_mulVec] at h1
    rw [Matrix.add_mulVec] at h2
    refine ⟨(1 / 2 : ℝ) • (u + v), (1 / 2 : ℝ) • (u - v), ?_, ?_, ?_⟩
    · by_contra h
      push Not at h
      apply hv
      linear_combination (norm := module) h.1 - h.2
    · simp only [Matrix.mulVec_smul, Matrix.mulVec_add, Matrix.mulVec_sub]
      linear_combination (norm := module) (1 / 2 : ℝ) • h1 + (1 / 2 : ℝ) • h2
    · simp only [Matrix.mulVec_smul, Matrix.mulVec_add, Matrix.mulVec_sub]
      linear_combination (norm := module) (1 / 2 : ℝ) • h2 - (1 / 2 : ℝ) • h1

/-- The quadratic form of a real positive definite matrix is positive at every nonzero vector. -/
theorem form_pos (hM : M.PosDef) {x : n → ℝ} (hx : x ≠ 0) : 0 < x ⬝ᵥ M *ᵥ x := by
  simpa only [star_trivial] using hM.dotProduct_mulVec_pos hx

/-- The bilinear form of a real positive definite Hessian is symmetric. -/
theorem form_symm (hM : M.PosDef) (x y : n → ℝ) : x ⬝ᵥ M *ᵥ y = y ⬝ᵥ M *ᵥ x := by
  have hT : Mᵀ = M := by
    rw [← Matrix.conjTranspose_eq_transpose_of_trivial]
    exact hM.isHermitian
  rw [Matrix.dotProduct_mulVec, ← Matrix.mulVec_transpose, hT, dotProduct_comm]

/-- For positive definite `M`, `K` in nonzero dimension, `M K` has a positive eigenvalue `c` that
bounds the Rayleigh quotient of `K M K` relative to `K` from below. -/
theorem exists_mode [Nonempty n] (hM : M.PosDef) (hK : K.PosDef) :
    ∃ c : ℝ, 0 < c ∧ (∃ v : n → ℝ, v ≠ 0 ∧ (M * K) *ᵥ v = c • v) ∧
      ∀ x : n → ℝ, c * (x ⬝ᵥ K *ᵥ x) ≤ (K *ᵥ x) ⬝ᵥ M *ᵥ (K *ᵥ x) := by
  have hne : ∀ x ∈ Metric.sphere (0 : n → ℝ) 1, x ≠ 0 := by
    rintro x hx rfl
    simp at hx
  have c1 : Continuous fun x : n → ℝ => (K *ᵥ x) ⬝ᵥ M *ᵥ (K *ᵥ x) := by
    simp only [Matrix.mulVec, dotProduct]
    fun_prop
  have c2 : Continuous fun x : n → ℝ => x ⬝ᵥ K *ᵥ x := by
    simp only [Matrix.mulVec, dotProduct]
    fun_prop
  -- the Rayleigh quotient attains its minimum on the unit sphere
  obtain ⟨v, hvs, hmin⟩ := (isCompact_sphere (0 : n → ℝ) 1).exists_isMinOn
    (NormedSpace.sphere_nonempty.2 zero_le_one)
    (c1.continuousOn.div c2.continuousOn fun x hx => (form_pos hK (hne x hx)).ne')
  have hv := hne v hvs
  have hS := form_pos hK hv
  have hKv : K *ᵥ v ≠ 0 := by
    intro h
    rw [h, dotProduct_zero] at hS
    exact lt_irrefl _ hS
  obtain ⟨c, hc⟩ : ∃ c, c = ((K *ᵥ v) ⬝ᵥ M *ᵥ (K *ᵥ v)) / (v ⬝ᵥ K *ᵥ v) := ⟨_, rfl⟩
  have hcv : c * (v ⬝ᵥ K *ᵥ v) = (K *ᵥ v) ⬝ᵥ M *ᵥ (K *ᵥ v) := by
    rw [hc, div_mul_cancel₀ _ hS.ne']
  have hray : ∀ x : n → ℝ, c * (x ⬝ᵥ K *ᵥ x) ≤ (K *ᵥ x) ⬝ᵥ M *ᵥ (K *ᵥ x) := by
    intro x
    rcases eq_or_ne x 0 with rfl | hx
    · simp
    have ht : 0 < ‖x‖⁻¹ := inv_pos.2 (norm_pos_iff.2 hx)
    have hy : ‖x‖⁻¹ • x ∈ Metric.sphere (0 : n → ℝ) 1 := by
      rw [mem_sphere_zero_iff_norm, norm_smul, norm_inv, norm_norm,
        inv_mul_cancel₀ (norm_ne_zero_iff.2 hx)]
    have h : c ≤ ((K *ᵥ (‖x‖⁻¹ • x)) ⬝ᵥ M *ᵥ (K *ᵥ (‖x‖⁻¹ • x))) /
        ((‖x‖⁻¹ • x) ⬝ᵥ K *ᵥ (‖x‖⁻¹ • x)) := by
      rw [hc]
      exact hmin hy
    rw [le_div_iff₀ (form_pos hK (hne _ hy))] at h
    simp only [Matrix.mulVec_smul, smul_dotProduct, dotProduct_smul, smul_eq_mul] at h
    refine le_of_mul_le_mul_left ?_ (mul_pos ht ht)
    linarith
  refine ⟨c, hc ▸ div_pos (form_pos hM hKv) hS, ⟨v, hv, ?_⟩, hray⟩
  -- stationarity: the residual r of the eigenvalue equation vanishes
  obtain ⟨r, hr⟩ : ∃ r, r = M *ᵥ (K *ᵥ v) - c • v := ⟨_, rfl⟩
  have hdot : ∀ u : n → ℝ, u ⬝ᵥ r = u ⬝ᵥ M *ᵥ (K *ᵥ v) - c * (u ⬝ᵥ v) := by
    intro u
    rw [hr, dotProduct_sub, dotProduct_smul, smul_eq_mul]
  have hr0 : r = 0 := by
    by_contra hne0
    have hb := form_pos hK hne0
    have hβ := hdot (K *ᵥ r)
    rw [dotProduct_comm (K *ᵥ r) r, dotProduct_comm (K *ᵥ r) v, form_symm hK v r] at hβ
    obtain ⟨g, hg⟩ : ∃ g, g = (K *ᵥ r) ⬝ᵥ M *ᵥ (K *ᵥ r) - c * (r ⬝ᵥ K *ᵥ r) := ⟨_, rfl⟩
    have hq : ∀ s : ℝ, 0 ≤ 2 * s * (r ⬝ᵥ K *ᵥ r) + s ^ 2 * g := by
      intro s
      have h := hray (v + s • r)
      simp only [Matrix.mulVec_add, Matrix.mulVec_smul, add_dotProduct, dotProduct_add,
        smul_dotProduct, dotProduct_smul, smul_eq_mul] at h
      rw [form_symm hM (K *ᵥ v) (K *ᵥ r), form_symm hK v r] at h
      have e : 2 * s * (r ⬝ᵥ K *ᵥ r) = 2 * s * ((K *ᵥ r) ⬝ᵥ M *ᵥ (K *ᵥ v)
          - c * (r ⬝ᵥ K *ᵥ v)) := congrArg (fun z => 2 * s * z) hβ
      rw [e, hg]
      linarith
    have hd : 0 < |g| + 1 := by positivity
    obtain ⟨t, ht⟩ : ∃ t, t = (r ⬝ᵥ K *ᵥ r) / (|g| + 1) := ⟨_, rfl⟩
    have ht0 : 0 < t := ht ▸ div_pos hb hd
    have ht1 : t * (|g| + 1) = r ⬝ᵥ K *ᵥ r := by rw [ht, div_mul_cancel₀ _ hd.ne']
    have h1 : t * g ≤ r ⬝ᵥ K *ᵥ r := by
      linarith [mul_le_mul_of_nonneg_left (le_abs_self g) ht0.le]
    linarith [hq (-t), mul_le_mul_of_nonneg_left h1 ht0.le, mul_pos ht0 hb]
  rw [← Matrix.mulVec_mulVec]
  exact sub_eq_zero.1 (hr.symm.trans hr0)

/-- Positive definite Hessians in nonzero dimension have a lowest excitation energy. -/
theorem exists_lowest [Nonempty n] (hM : M.PosDef) (hK : K.PosDef) :
    ∃ ω, IsLowest M K ω := by
  obtain ⟨c, hc, ⟨v, hv, he⟩, hray⟩ := exists_mode hM hK
  refine ⟨√c, ⟨Real.sqrt_pos.2 hc, v, hv, by rw [Real.sq_sqrt hc.le]; exact he⟩, ?_⟩
  rintro η ⟨hη, x, hx, hex⟩
  have h := hray x
  rw [Matrix.mulVec_mulVec, hex, dotProduct_smul, smul_eq_mul, dotProduct_comm (K *ᵥ x) x] at h
  exact Real.sqrt_le_iff.2 ⟨hη.le, le_of_mul_le_mul_right h (form_pos hK hx)⟩

/-- Thouless bound: for positive definite `M`, `K` with lowest excitation energy `ω`, all trial
vectors obey `2 ω p·q ≤ p·M p + q·K q`. -/
theorem thouless_bound (hM : M.PosDef) (hK : K.PosDef) {ω : ℝ} (hω : IsLowest M K ω)
    (p q : n → ℝ) : 2 * ω * (p ⬝ᵥ q) ≤ p ⬝ᵥ M *ᵥ p + q ⬝ᵥ K *ᵥ q := by
  classical
  obtain ⟨hω0, u, hu, -⟩ := hω.1
  have : Nonempty n := by
    by_contra hn
    rw [not_nonempty_iff] at hn
    exact hu (Subsingleton.elim _ _)
  obtain ⟨c, hc, ⟨v, hv, he⟩, hray⟩ := exists_mode hM hK
  have hle : ω ≤ √c :=
    hω.2 (show IsExcitation M K (√c) from
      ⟨Real.sqrt_pos.2 hc, v, hv, by rw [Real.sq_sqrt hc.le]; exact he⟩)
  have hsq : ω ^ 2 ≤ c := (Real.le_sqrt' hω0).1 hle
  have hK0 : ∀ z : n → ℝ, 0 ≤ z ⬝ᵥ K *ᵥ z := by
    intro z
    rcases eq_or_ne z 0 with rfl | hz
    · simp
    · exact (form_pos hK hz).le
  -- write p = K x and complete the square in the form of K
  obtain ⟨x, hx⟩ : ∃ x, K *ᵥ x = p := ⟨K⁻¹ *ᵥ p, by
    rw [Matrix.mulVec_mulVec, Matrix.mul_nonsing_inv K
      ((Matrix.isUnit_iff_isUnit_det K).1 hK.isUnit), Matrix.one_mulVec]⟩
  have h1 := hray x
  have h2 := hK0 x
  have h3 := hK0 (ω • x - q)
  simp only [Matrix.mulVec_sub, Matrix.mulVec_smul, sub_dotProduct, dotProduct_sub,
    smul_dotProduct, dotProduct_smul, smul_eq_mul] at h3
  rw [form_symm hK x q] at h3
  rw [hx] at h1 h2 h3
  rw [dotProduct_comm q p] at h3
  linarith [mul_le_mul_of_nonneg_right hsq h2]

/-- If `M' ≤ a M` and `K' ≤ b K` as quadratic forms, with `a > 0` and `K`, `M'`, `K'` positive
definite, then the lowest energy `ω'` of the primed pair and any excitation energy `ω` of the
unprimed pair obey `ω'² ≤ a b ω²`. -/
theorem lowest_sq_le (hK : K.PosDef) (hM' : M'.PosDef) (hK' : K'.PosDef) {a b ω ω' : ℝ}
    (ha : 0 < a) (hMM : ∀ x : n → ℝ, x ⬝ᵥ M' *ᵥ x ≤ a * (x ⬝ᵥ M *ᵥ x))
    (hKK : ∀ x : n → ℝ, x ⬝ᵥ K' *ᵥ x ≤ b * (x ⬝ᵥ K *ᵥ x))
    (hω : IsExcitation M K ω) (hω' : IsLowest M' K' ω') : ω' ^ 2 ≤ a * b * ω ^ 2 := by
  obtain ⟨h0, v, hv, he⟩ := hω
  rw [← Matrix.mulVec_mulVec] at he
  have hd : 0 < a * ω ^ 2 := by positivity
  -- the optimal relative scale of the two trial vectors
  obtain ⟨t, ht⟩ : ∃ t, t = ω' / (a * ω ^ 2) := ⟨_, rfl⟩
  have ht1 : t * (a * ω ^ 2) = ω' := by rw [ht, div_mul_cancel₀ _ hd.ne']
  have h := thouless_bound hM' hK' hω' (t • (K *ᵥ v)) v
  have h1 := hMM (t • (K *ᵥ v))
  have e1 : (t • (K *ᵥ v)) ⬝ᵥ M *ᵥ (t • (K *ᵥ v)) = t ^ 2 * ω ^ 2 * (v ⬝ᵥ K *ᵥ v) := by
    rw [Matrix.mulVec_smul, he]
    simp only [smul_dotProduct, dotProduct_smul, smul_eq_mul]
    rw [dotProduct_comm (K *ᵥ v) v]
    ring
  have e2 : (t • (K *ᵥ v)) ⬝ᵥ v = t * (v ⬝ᵥ K *ᵥ v) := by
    rw [smul_dotProduct, smul_eq_mul, dotProduct_comm]
  rw [e1] at h1
  rw [e2] at h
  have h2 : 2 * ω' * t ≤ a * t ^ 2 * ω ^ 2 + b := by
    refine le_of_mul_le_mul_right ?_ (form_pos hK hv)
    linarith [hKK v]
  have h3 : a * t ^ 2 * ω ^ 2 = t * ω' := by
    linear_combination t * ht1
  have h4 : t * ω' ≤ b := by linarith
  calc ω' ^ 2 = t * ω' * (a * ω ^ 2) := by linear_combination (-ω') * ht1
    _ ≤ b * (a * ω ^ 2) := mul_le_mul_of_nonneg_right h4 hd.le
    _ = a * b * ω ^ 2 := by ring

/-- Relative Hessian errors are not amplified: if positive definite `M'`, `K'` agree with positive
definite `M`, `K` to relative accuracy `ε ≥ 0` as quadratic forms, the lowest excitation energies
agree to the same relative accuracy. -/
theorem lowest_relative_error (hM : M.PosDef) (hK : K.PosDef) (hM' : M'.PosDef)
    (hK' : K'.PosDef) {ε ω ω' : ℝ} (hε : 0 ≤ ε) (hMM : RelClose ε M M')
    (hKK : RelClose ε K K') (hω : IsLowest M K ω) (hω' : IsLowest M' K' ω') :
    (1 - ε) * ω ≤ ω' ∧ ω' ≤ (1 + ε) * ω := by
  have h0 : 0 < ω := hω.1.1
  have h0' : 0 < ω' := hω'.1.1
  constructor
  · rcases le_or_gt 1 ε with h | h
    · exact (mul_nonpos_of_nonpos_of_nonneg (by linarith) h0.le).trans h0'.le
    · -- exchange the roles of the exact and the approximate Hessians
      have hd : 0 < 1 - ε := by linarith
      have hinv : ∀ {s s' : ℝ}, (1 - ε) * s ≤ s' → s ≤ (1 - ε)⁻¹ * s' := by
        intro s s' hs
        rw [← div_eq_inv_mul, le_div_iff₀ hd]
        linarith
      have key := lowest_sq_le hK' hM hK (inv_pos.2 hd) (fun x => hinv (hMM x).1)
        (fun x => hinv (hKK x).1) hω'.1 hω
      refine (sq_le_sq₀ (by positivity) h0'.le).1 ?_
      calc ((1 - ε) * ω) ^ 2 = (1 - ε) ^ 2 * ω ^ 2 := by ring
        _ ≤ (1 - ε) ^ 2 * ((1 - ε)⁻¹ * (1 - ε)⁻¹ * ω' ^ 2) :=
          mul_le_mul_of_nonneg_left key (sq_nonneg _)
        _ = ((1 - ε) * (1 - ε)⁻¹) ^ 2 * ω' ^ 2 := by ring
        _ = ω' ^ 2 := by rw [mul_inv_cancel₀ hd.ne', one_pow, one_mul]
  · have key := lowest_sq_le hK hM' hK' (by linarith : 0 < 1 + ε) (fun x => (hMM x).2)
      (fun x => (hKK x).2) hω.1 hω'
    refine (sq_le_sq₀ h0'.le (by positivity)).1 ?_
    linarith

/-- Scaling both Hessians by `a > 0` scales the lowest excitation energy by exactly `a`. -/
theorem lowest_scale {a ω : ℝ} (ha : 0 < a) (hω : IsLowest M K ω) :
    IsLowest (a • M) (a • K) (a * ω) := by
  have key : ∀ {b η : ℝ} {P Q : Matrix n n ℝ}, 0 < b → IsExcitation P Q η →
      IsExcitation (b • P) (b • Q) (b * η) := by
    rintro b η P Q hb ⟨hη, v, hv, he⟩
    refine ⟨mul_pos hb hη, v, hv, ?_⟩
    rw [← Matrix.mulVec_mulVec] at he ⊢
    rw [Matrix.smul_mulVec, Matrix.smul_mulVec, Matrix.mulVec_smul, he]
    module
  refine ⟨key ha hω.1, fun η hη => ?_⟩
  -- undo the scaling to compare with the original spectrum
  have h := key (inv_pos.2 ha) hη
  rw [inv_smul_smul₀ ha.ne', inv_smul_smul₀ ha.ne'] at h
  have h1 : ω ≤ a⁻¹ * η := hω.2 h
  calc a * ω ≤ a * (a⁻¹ * η) := mul_le_mul_of_nonneg_left h1 ha.le
    _ = η := mul_inv_cancel_left₀ ha.ne' η

end CasidaHessianError
```

```lean
#print axioms CasidaHessianError.casida_iff
#print axioms CasidaHessianError.exists_lowest
#print axioms CasidaHessianError.lowest_relative_error
#print axioms CasidaHessianError.lowest_scale
```

```
'CasidaHessianError.casida_iff' depends on axioms: [propext, Classical.choice, Quot.sound]
'CasidaHessianError.exists_lowest' depends on axioms: [propext, Classical.choice, Quot.sound]
'CasidaHessianError.lowest_relative_error' depends on axioms: [propext, Classical.choice, Quot.sound]
'CasidaHessianError.lowest_scale' depends on axioms: [propext, Classical.choice, Quot.sound]
```

## Reading the proof

`form_pos` and `form_symm` provide positivity and symmetry of the quadratic forms. `exists_mode` carries out the minimisation: `exists_isMinOn` gives the minimiser, `hray` extends the inequality from the sphere to all vectors, and `hq` is the quadratic inequality in s. The contradiction comes from s = −t with t = r·Kr/(|g| + 1), an explicit choice of "small negative s". `exists_lowest` then identifies √c as the least excitation energy.

In `thouless_bound`, minimality of ω gives ω² ≤ c, which is all the argument needs. The hypotheses `h1` and `h3` are the variational inequality and the completed square, and `linarith` combines them. An empty n needs no separate treatment, because an excitation supplies a nonzero vector.

`lowest_sq_le` inserts the scaled mode; `e1` and `e2` evaluate p·Mp and p·q, and `h4` is the inequality left after the choice of t. It accepts any excitation of the unprimed pair, although the main theorem uses the lowest. `lowest_relative_error` applies it once in each direction and removes the squares with `sq_le_sq₀`. Finally, `lowest_scale` proves the scaling law, using the inverse scaling to show that no smaller excitation has appeared.
